# A fixed unitary brings the RPA matrix with Hermitian A and symmetric B to the form −iJN, with N real symmetric

## Blocks, metric and conventions

Let \(A\) and \(B\) be complex square matrices whose rows and columns are labelled by a finite set, in applications the particle–hole pairs. A bar denotes entrywise complex conjugation, without transposition, a star the conjugate transpose, and \(\mathrm{i}\) the imaginary unit; the plain letters \(i,j\) are matrix indices. The RPA matrix, the metric and the stability matrix are

\[
H=\begin{pmatrix}A&B\\-\bar B&-\bar A\end{pmatrix},\qquad
\eta=\begin{pmatrix}I&0\\0&-I\end{pmatrix},\qquad
M=\begin{pmatrix}A&B\\\bar B&\bar A\end{pmatrix},
\]

so that \(H=\eta M\). An excitation with amplitudes \(X,Y\) and frequency \(\omega\) satisfies \(H\binom XY=\omega\binom XY\). The change of basis and the two real matrices are

\[
Q=\frac1{\sqrt2}\begin{pmatrix}I&-\mathrm{i}I\\I&\mathrm{i}I\end{pmatrix},\quad
J=\begin{pmatrix}0&I\\-I&0\end{pmatrix},\quad
N=\begin{pmatrix}\operatorname{Re}(A+B)&\operatorname{Im}(A-B)\\-\operatorname{Im}(A+B)&\operatorname{Re}(A-B)\end{pmatrix}.
\]

Hermitian \(A\) (\(A^*=A\)) and symmetric \(B\) (\(B^T=B\)) are the symmetries of the RPA blocks, of linear-response TDDFT with a real adiabatic kernel, and of the Bethe–Salpeter equation with static screening. Here they are assumed, not derived from orbitals and integrals.

## What is proved

For \(A\) Hermitian and \(B\) symmetric, \(Q\) is unitary, \(N\) is real symmetric, and

\[
Q^*HQ=-\mathrm{i}JN .
\]

Two further results make this a dictionary. Every real symmetric matrix of doubled dimension is \(N\) for exactly one pair of a Hermitian \(A\) and a symmetric \(B\). And \(Qw\) solves the RPA equation at frequency \(\omega\) exactly when \(JNw=\mathrm{i}\omega w\).

Within linear response with frequency-independent blocks in a finite basis, the complex RPA problem is therefore the mode problem of a real quadratic Hamiltonian: \(w\,e^{\mathrm{i}\omega t}\) solves Hamilton's equations \(\dot w=JNw\) for the energy \(\tfrac12w^TNw\).

The basis change is the same for all \(A\) and \(B\). In general \(-\mathrm{i}JN\) is not diagonal, and the eigenvalue problem remains to be solved. Positivity of \(N\) is not assumed, so \(\omega\) may be complex.

## The derivation by blocks

For any block matrix, multiplying out gives

\[
Q^*\begin{pmatrix}a&b\\c&d\end{pmatrix}Q=\frac12\begin{pmatrix}a+b+c+d&\mathrm{i}(b-a+d-c)\\\mathrm{i}(a+b-c-d)&a-b-c+d\end{pmatrix}.
\]

**Unitarity.** With \(a=d=I\) and \(b=c=0\) the right side is the identity, so \(Q^*Q=I\). As \(Q\) is square, \(QQ^*=I\) too.

**Metric.** With \(a=I\), \(d=-I\) and \(b=c=0\), the diagonal blocks vanish and the others are \(-\mathrm{i}I\) and \(\mathrm{i}I\). Hence \(Q^*\eta Q=-\mathrm{i}J\).

**Stability matrix.** With \(a=A\), \(b=B\), \(c=\bar B\), \(d=\bar A\), the four blocks are

\[
\begin{aligned}
\tfrac12(A+\bar A+B+\bar B)&=\operatorname{Re}(A+B),\\
\tfrac{\mathrm{i}}2\big((B-\bar B)-(A-\bar A)\big)&=\operatorname{Im}(A-B),\\
\tfrac{\mathrm{i}}2\big((A-\bar A)+(B-\bar B)\big)&=-\operatorname{Im}(A+B),\\
\tfrac12(A+\bar A-B-\bar B)&=\operatorname{Re}(A-B).
\end{aligned}
\]

Hence \(Q^*MQ=N\).

**Product.** Inserting \(QQ^*=I\) between the factors of \(H=\eta M\),

\[
Q^*HQ=(Q^*\eta Q)(Q^*MQ)=-\mathrm{i}JN .
\]

**Symmetry of \(N\).** The diagonal blocks are symmetric exactly when \(\operatorname{Re}A\) and \(\operatorname{Re}B\) are. The off-diagonal blocks require

\[
\operatorname{Im}A_{ji}-\operatorname{Im}B_{ji}=-\operatorname{Im}A_{ij}-\operatorname{Im}B_{ij}
\]

for all \(i,j\). Adding the same equation with \(i\) and \(j\) exchanged gives \(\operatorname{Im}A_{ji}=-\operatorname{Im}A_{ij}\); subtracting it gives \(\operatorname{Im}B_{ji}=\operatorname{Im}B_{ij}\). So \(N\) is symmetric exactly when \(A\) is Hermitian and \(B\) is symmetric.

**Recovering \(A\) and \(B\).** If a real symmetric \(S\) has blocks \(S_{11},S_{12},S_{21},S_{22}\), then \(N=S\) forces

\[
A=\tfrac12(S_{11}+S_{22})+\tfrac{\mathrm{i}}2(S_{12}-S_{21}),\qquad
B=\tfrac12(S_{11}-S_{22})-\tfrac{\mathrm{i}}2(S_{12}+S_{21}).
\]

These matrices do give \(N=S\), and the symmetry criterion makes \(A\) Hermitian and \(B\) symmetric.

**Modes.** Since \(HQ=Q(-\mathrm{i}JN)\), the equation \(HQw=\omega Qw\) becomes \(-\mathrm{i}JNw=\omega w\) after multiplication by \(Q^*\), and \(JNw=\mathrm{i}\omega w\) after multiplication by \(\mathrm{i}\). Both steps are reversible.

## One particle–hole pair with numbers

Take \(A=5\) and \(B=3\mathrm{i}\). Then

\[
N=\begin{pmatrix}5&-3\\-3&5\end{pmatrix},\qquad JN=\begin{pmatrix}-3&5\\-5&3\end{pmatrix}.
\]

The trace of \(JN\) is 0 and its determinant is 16, so its eigenvalues are \(\pm4\mathrm{i}\) and \(\omega=\pm4\). For \(\omega=4\) an eigenvector is \(w=(5,\,3+4\mathrm{i})\), and \(Qw=(9-3\mathrm{i},\,1+3\mathrm{i})/\sqrt2\). Scaled to the usual normalisation \(|X|^2-|Y|^2=1\), the amplitudes are \(X=(9-3\mathrm{i})/\sqrt{80}\) and \(Y=(1+3\mathrm{i})/\sqrt{80}\). The first row of the RPA equation confirms the frequency: \(5(9-3\mathrm{i})+3\mathrm{i}(1+3\mathrm{i})=36-12\mathrm{i}=4(9-3\mathrm{i})\).

## The real form in a calculation

With real orbitals \(A\) and \(B\) are real, and \(N\) is block diagonal with blocks \(A+B\) and \(A-B\). Writing \(w=(q,p)\) and eliminating \(p\) gives the familiar half-size problem \((A-B)(A+B)q=\omega^2q\).

With complex orbitals, as with spin–orbit coupling or a magnetic field, the blocks of \(N\) generally remain coupled. A code can still assemble \(N\) from real and imaginary parts. If \(N\) is positive definite, a Cholesky factorisation \(N=LL^T\) turns \(JNw=\mathrm{i}\omega w\) into an eigenproblem for the real antisymmetric matrix \(L^TJL\), with eigenvector \(L^Tw\), and the frequencies are then real.

## The Lean file

```lean
import Mathlib

open Matrix

namespace RPANormalForm

noncomputable section

variable {n : Type*}

/-- The RPA matrix with blocks `A`, `B`, `-conj B`, `-conj A`. -/
def rpaMatrix (A B : Matrix n n ℂ) : Matrix (n ⊕ n) (n ⊕ n) ℂ :=
  fromBlocks A B (-(B.map star)) (-(A.map star))

/-- The stability matrix with blocks `A`, `B`, `conj B`, `conj A`. -/
def stabilityMatrix (A B : Matrix n n ℂ) : Matrix (n ⊕ n) (n ⊕ n) ℂ :=
  fromBlocks A B (B.map star) (A.map star)

/-- The real matrix `N` with blocks `Re(A+B)`, `Im(A-B)`, `-Im(A+B)`, `Re(A-B)`. -/
def realForm (A B : Matrix n n ℂ) : Matrix (n ⊕ n) (n ⊕ n) ℝ :=
  fromBlocks ((A + B).map Complex.re) ((A - B).map Complex.im)
    (-((A + B).map Complex.im)) ((A - B).map Complex.re)

/-- The real matrix `N` is symmetric exactly when `A` is Hermitian and `B` is symmetric. -/
theorem realForm_isSymm_iff (A B : Matrix n n ℂ) :
    (realForm A B).IsSymm ↔ A.IsHermitian ∧ B.IsSymm := by
  constructor
  · intro h
    -- the four block conditions, read entry by entry
    have key : ∀ i j, (A j i).re = (A i j).re ∧ (A j i).im = -(A i j).im ∧
        (B j i).re = (B i j).re ∧ (B j i).im = (B i j).im := by
      intro i j
      have h1 := h.apply (Sum.inl i) (Sum.inl j)
      have h2 := h.apply (Sum.inr i) (Sum.inr j)
      have h3 := h.apply (Sum.inl i) (Sum.inr j)
      have h4 := h.apply (Sum.inl j) (Sum.inr i)
      simp only [realForm, fromBlocks_apply₁₁, fromBlocks_apply₁₂, fromBlocks_apply₂₁,
        fromBlocks_apply₂₂, Matrix.map_apply, Matrix.add_apply, Matrix.sub_apply,
        Matrix.neg_apply, Complex.add_re, Complex.add_im, Complex.sub_re,
        Complex.sub_im] at h1 h2 h3 h4
      refine ⟨?_, ?_, ?_, ?_⟩ <;> linarith
    constructor
    · ext i j
      obtain ⟨h1, h2, -, -⟩ := key i j
      rw [conjTranspose_apply, Complex.star_def]
      apply Complex.ext
      · rw [Complex.conj_re, h1]
      · rw [Complex.conj_im, h2, neg_neg]
    · ext i j
      obtain ⟨-, -, h3, h4⟩ := key i j
      exact Complex.ext h3 h4
  · rintro ⟨hA, hB⟩
    have a1 : ∀ i j, (A j i).re = (A i j).re := fun i j => by
      have h := congrArg Complex.re (hA.apply i j)
      rwa [Complex.star_def, Complex.conj_re] at h
    have a2 : ∀ i j, -(A j i).im = (A i j).im := fun i j => by
      have h := congrArg Complex.im (hA.apply i j)
      rwa [Complex.star_def, Complex.conj_im] at h
    apply Matrix.IsSymm.ext
    rintro (i | i) (j | j) <;>
      simp only [realForm, fromBlocks_apply₁₁, fromBlocks_apply₁₂, fromBlocks_apply₂₁,
        fromBlocks_apply₂₂, Matrix.map_apply, Matrix.add_apply, Matrix.sub_apply,
        Matrix.neg_apply, Complex.add_re, Complex.add_im, Complex.sub_re,
        Complex.sub_im, hB.apply i j] <;>
      linarith [a1 i j, a2 i j]

/-- Every real symmetric matrix of doubled dimension is the matrix `N` of exactly one pair
`(A, B)` with `A` Hermitian and `B` symmetric. -/
theorem existsUnique_rpa_of_isSymm (S : Matrix (n ⊕ n) (n ⊕ n) ℝ) (hS : S.IsSymm) :
    ∃! p : Matrix n n ℂ × Matrix n n ℂ,
      p.1.IsHermitian ∧ p.2.IsSymm ∧ realForm p.1 p.2 = S := by
  let A : Matrix n n ℂ := fun i j =>
    ⟨(S (.inl i) (.inl j) + S (.inr i) (.inr j)) / 2,
      (S (.inl i) (.inr j) - S (.inr i) (.inl j)) / 2⟩
  let B : Matrix n n ℂ := fun i j =>
    ⟨(S (.inl i) (.inl j) - S (.inr i) (.inr j)) / 2,
      -(S (.inl i) (.inr j) + S (.inr i) (.inl j)) / 2⟩
  have hAB : realForm A B = S := by
    ext (i | i) (j | j) <;>
      simp only [realForm, fromBlocks_apply₁₁, fromBlocks_apply₁₂, fromBlocks_apply₂₁,
        fromBlocks_apply₂₂, Matrix.map_apply, Matrix.add_apply, Matrix.sub_apply,
        Matrix.neg_apply, Complex.add_re, Complex.add_im, Complex.sub_re,
        Complex.sub_im] <;>
      dsimp only [A, B] <;> ring
  have hsym := (realForm_isSymm_iff A B).mp (hAB ▸ hS)
  refine ⟨(A, B), ⟨hsym.1, hsym.2, hAB⟩, ?_⟩
  rintro ⟨A', B'⟩ ⟨-, -, h⟩
  -- the blocks of `S` determine the real and imaginary parts of both matrices
  have key : ∀ i j, A' i j = A i j ∧ B' i j = B i j := by
    intro i j
    have h1 := congrFun (congrFun h (.inl i)) (.inl j)
    have h2 := congrFun (congrFun h (.inl i)) (.inr j)
    have h3 := congrFun (congrFun h (.inr i)) (.inl j)
    have h4 := congrFun (congrFun h (.inr i)) (.inr j)
    simp only [realForm, fromBlocks_apply₁₁, fromBlocks_apply₁₂, fromBlocks_apply₂₁,
      fromBlocks_apply₂₂, Matrix.map_apply, Matrix.add_apply, Matrix.sub_apply,
      Matrix.neg_apply, Complex.add_re, Complex.add_im, Complex.sub_re,
      Complex.sub_im] at h1 h2 h3 h4
    constructor <;> apply Complex.ext <;> dsimp only [A, B] <;> linarith
  exact Prod.ext (Matrix.ext fun i j => (key i j).1) (Matrix.ext fun i j => (key i j).2)

variable [DecidableEq n]

variable (n) in
/-- The real symplectic matrix `J` with blocks `0`, `1`, `-1`, `0`. -/
def symplecticJ : Matrix (n ⊕ n) (n ⊕ n) ℝ := fromBlocks 0 1 (-1) 0

variable (n) in
/-- The RPA metric `diag(1, -1)`. -/
def rpaMetric : Matrix (n ⊕ n) (n ⊕ n) ℂ := fromBlocks 1 0 0 (-1)

variable (n) in
/-- The matrix `Q` with blocks `1`, `-i`, `1`, `i`, divided by `√2`. -/
def rotation : Matrix (n ⊕ n) (n ⊕ n) ℂ :=
  ((Real.sqrt 2 : ℝ) : ℂ)⁻¹ •
    fromBlocks 1 ((-Complex.I) • (1 : Matrix n n ℂ)) 1 (Complex.I • (1 : Matrix n n ℂ))

variable [Fintype n]

/-- The blocks of `Q* X Q` for an arbitrary block matrix `X`. -/
theorem rotation_conj (a b c d : Matrix n n ℂ) :
    (rotation n)ᴴ * fromBlocks a b c d * rotation n =
      (1 / 2 : ℂ) • fromBlocks (a + b + c + d) (Complex.I • (b - a + d - c))
        (Complex.I • (a + b - c - d)) (a - b - c + d) := by
  have hs : ((Real.sqrt 2 : ℝ) : ℂ)⁻¹ * ((Real.sqrt 2 : ℝ) : ℂ)⁻¹ = 1 / 2 := by
    rw [← mul_inv, ← Complex.ofReal_mul, Real.mul_self_sqrt (by norm_num)]
    norm_num
  have hQ : (rotation n)ᴴ = ((Real.sqrt 2 : ℝ) : ℂ)⁻¹ •
      fromBlocks 1 1 (Complex.I • (1 : Matrix n n ℂ))
        ((-Complex.I) • (1 : Matrix n n ℂ)) := by
    rw [rotation, conjTranspose_smul, fromBlocks_conjTranspose]
    simp
  rw [hQ, rotation, Matrix.smul_mul, Matrix.smul_mul, Matrix.mul_smul, smul_smul, hs,
    fromBlocks_multiply, fromBlocks_multiply]
  refine congrArg (fun M => (1 / 2 : ℂ) • M) ?_
  rw [fromBlocks_inj]
  refine ⟨?_, ?_, ?_, ?_⟩ <;> ext i j <;>
    simp only [one_mul, mul_one, Matrix.smul_mul, Matrix.mul_smul, Matrix.add_apply,
      Matrix.sub_apply, Matrix.smul_apply, smul_eq_mul]
  · ring
  · ring
  · ring
  · linear_combination (b i j + c i j - a i j - d i j) * Complex.I_sq

/-- The matrix `Q` is unitary. -/
theorem rotation_unitary : rotation n ∈ unitaryGroup (n ⊕ n) ℂ := by
  have h := rotation_conj (1 : Matrix n n ℂ) 0 0 1
  rw [fromBlocks_one, mul_one] at h
  rw [mem_unitaryGroup_iff', star_eq_conjTranspose, h, fromBlocks_smul]
  refine Eq.trans ?_ fromBlocks_one
  rw [fromBlocks_inj]
  refine ⟨?_, ?_, ?_, ?_⟩ <;> module

/-- In the rotated basis the RPA metric becomes `-i J`. -/
theorem rotation_metric : (rotation n)ᴴ * rpaMetric n * rotation n =
    (-Complex.I) • (symplecticJ n).map Complex.ofRealHom := by
  have hJ : (symplecticJ n).map Complex.ofRealHom = fromBlocks 0 1 (-1) 0 := by
    ext (i | i) (j | j) <;> by_cases h : i = j <;>
      simp [symplecticJ, h]
  rw [hJ, rpaMetric, rotation_conj, fromBlocks_smul, fromBlocks_smul, fromBlocks_inj]
  refine ⟨?_, ?_, ?_, ?_⟩ <;> module

/-- In the rotated basis the stability matrix becomes the real matrix `N`. -/
theorem rotation_stability (A B : Matrix n n ℂ) :
    (rotation n)ᴴ * stabilityMatrix A B * rotation n =
      (realForm A B).map Complex.ofRealHom := by
  rw [stabilityMatrix, rotation_conj, fromBlocks_smul, realForm, fromBlocks_map,
    fromBlocks_inj]
  refine ⟨?_, ?_, ?_, ?_⟩ <;> ext i j <;> apply Complex.ext <;> simp <;> ring

/-- For `A` Hermitian and `B` symmetric, `Q` is unitary, `N` is real symmetric, and `Q` brings the
RPA matrix to the form `-i J N`. -/
theorem rpa_normal_form (A B : Matrix n n ℂ) (hA : A.IsHermitian) (hB : B.IsSymm) :
    rotation n ∈ unitaryGroup (n ⊕ n) ℂ ∧ (realForm A B).IsSymm ∧
      (rotation n)ᴴ * rpaMatrix A B * rotation n =
        (-Complex.I) • (symplecticJ n * realForm A B).map Complex.ofRealHom := by
  refine ⟨rotation_unitary, (realForm_isSymm_iff A B).mpr ⟨hA, hB⟩, ?_⟩
  have hQ : rotation n * (rotation n)ᴴ = 1 := mem_unitaryGroup_iff.mp rotation_unitary
  -- the RPA matrix is the metric times the stability matrix
  have hH : rpaMatrix A B = rpaMetric n * stabilityMatrix A B := by
    simp [rpaMatrix, rpaMetric, stabilityMatrix, fromBlocks_multiply]
  calc (rotation n)ᴴ * rpaMatrix A B * rotation n
      = (rotation n)ᴴ * rpaMetric n * (rotation n * (rotation n)ᴴ) *
          stabilityMatrix A B * rotation n := by
        rw [hQ, hH, mul_one, ← mul_assoc]
    _ = ((rotation n)ᴴ * rpaMetric n * rotation n) *
          ((rotation n)ᴴ * stabilityMatrix A B * rotation n) := by
        simp only [mul_assoc]
    _ = _ := by
        rw [rotation_metric, rotation_stability, Matrix.smul_mul, Matrix.map_mul]

/-- For `A` Hermitian and `B` symmetric, `Q w` solves the RPA equation at frequency `ω`
exactly when `J N w = i ω w`. -/
theorem rpa_mode_iff (A B : Matrix n n ℂ) (hA : A.IsHermitian) (hB : B.IsSymm)
    (ω : ℂ) (w : n ⊕ n → ℂ) :
    rpaMatrix A B *ᵥ (rotation n *ᵥ w) = ω • (rotation n *ᵥ w) ↔
      (symplecticJ n * realForm A B).map Complex.ofRealHom *ᵥ w = (Complex.I * ω) • w := by
  obtain ⟨hU, -, hN⟩ := rpa_normal_form A B hA hB
  have hQ : rotation n * (rotation n)ᴴ = 1 := mem_unitaryGroup_iff.mp hU
  have hQ' : (rotation n)ᴴ * rotation n = 1 := mem_unitaryGroup_iff'.mp hU
  have hK : rpaMatrix A B * rotation n = rotation n *
      ((-Complex.I) • (symplecticJ n * realForm A B).map Complex.ofRealHom) := by
    rw [← hN, ← mul_assoc, ← mul_assoc, hQ, one_mul]
  rw [mulVec_mulVec, hK, ← mulVec_mulVec, ← mulVec_smul, smul_mulVec]
  constructor
  · intro h
    -- remove the invertible factor `Q`, then multiply by `i`
    have h2 := congrArg (fun v => (rotation n)ᴴ *ᵥ v) h
    simp only [mulVec_mulVec, hQ', one_mulVec] at h2
    rw [mul_smul, ← h2, smul_smul]
    simp
  · intro h
    have hI : -Complex.I * (Complex.I * ω) = ω := by
      linear_combination (-ω) * Complex.I_sq
    rw [h, smul_smul, hI]

end

end RPANormalForm
```

```lean
#print axioms RPANormalForm.existsUnique_rpa_of_isSymm
-- 'RPANormalForm.existsUnique_rpa_of_isSymm' depends on axioms: [propext, Classical.choice, Quot.sound]
#print axioms RPANormalForm.rpa_normal_form
-- 'RPANormalForm.rpa_normal_form' depends on axioms: [propext, Classical.choice, Quot.sound]
#print axioms RPANormalForm.rpa_mode_iff
-- 'RPANormalForm.rpa_mode_iff' depends on axioms: [propext, Classical.choice, Quot.sound]
```

## Reading the theorems

The type `n` labels the particle–hole pairs, and `n ⊕ n` labels the doubled space, with `Sum.inl` for the upper half and `Sum.inr` for the lower. The matrices \(H\), \(M\), \(\eta\) and \(Q\) are `rpaMatrix`, `stabilityMatrix`, `rpaMetric` and `rotation`. Entrywise conjugation is `map star`, while `ᴴ` is the conjugate transpose.

`realForm` and `symplecticJ` are matrices over ℝ, so the reality of \(N\) and \(J\) is part of their type. `map Complex.ofRealHom` casts them to ℂ where they meet complex matrices.

`rpa_normal_form` states unitarity, symmetry and the matrix identity together under `hA` and `hB`. In `existsUnique_rpa_of_isSymm`, `∃!` ranges over pairs `p`, with `p.1` as \(A\) and `p.2` as \(B\). In `rpa_mode_iff`, `ω` is any complex number and `w` any vector, including zero; since \(Q\) is invertible, nonzero solutions correspond to nonzero solutions.

## How the proof follows the algebra

`realForm_isSymm_iff` reads the symmetry of \(N\) entry by entry. Four block equations, two of them the off-diagonal condition at \((i,j)\) and at \((j,i)\), go to `linarith`, which does the adding and subtracting above. The reverse direction checks the four blocks from the symmetries of \(A\) and \(B\).

`existsUnique_rpa_of_isSymm` defines \(A\) and \(B\) by the recovery formulas, verifies \(N=S\) with `ring`, and takes their symmetries from the previous theorem. For uniqueness, `linarith` solves the block equations for the real and imaginary parts.

`rotation_conj` is the general block formula. The fact `hs` combines the two factors \(1/\sqrt2\) into \(1/2\), and the lower right block uses \(\mathrm{i}^2=-1\) through `Complex.I_sq`. `rotation_unitary`, `rotation_metric` and `rotation_stability` are its three specialisations; the last compares real and imaginary parts.

In `rpa_normal_form`, `hH` is the factorisation \(H=\eta M\), and the `calc` chain inserts \(QQ^*=I\), regroups, and substitutes the two transformed factors. The hypotheses on \(A\) and \(B\) are used only for the symmetry of \(N\).

`rpa_mode_iff` first derives \(HQ=Q(-\mathrm{i}JN)\) as `hK`. One direction then removes \(Q\) by applying \(Q^*\) and multiplies by \(\mathrm{i}\); the other substitutes the real-form equation and uses \(-\mathrm{i}\cdot\mathrm{i}\omega=\omega\).
